# Starting-point dependence in a one-transition GW model: when a wider input gap raises the ionization energy

## Which root is the quasiparticle?

A frequency-dependent self-energy can give the quasiparticle equation several solutions, and then one of them has to be chosen. In this model the self-energy has one pole and the equation has two real roots, one on each side of it. The quasiparticle energy $w$ is taken to be the root above the pole. The root below it is treated as a satellite. This choice gives the quasiparticle the larger spectral weight when the static part of the level energy lies above the pole.

A second choice concerns what changes with the starting point. The input gap $D$ and the occupied input level $e$ may change. The static part $h$ of the level energy stays fixed. In a one-shot calculation, $h$ is the input eigenvalue with the exchange-correlation potential replaced by exact exchange, so it is unchanged if the orbitals are unchanged.

## One transition, one pole

Let $K>0$ be the Coulomb repulsion integral of the transition with itself, and $a\neq0$ the integral coupling the level to it. For a closed-shell singlet transition, the random-phase approximation (RPA) gives the excitation energy $\Omega$ and the one term of the correlation self-energy that is kept here, with the occupied level itself as intermediate state:

$$\Omega(D)=\sqrt{D^2+4KD},\qquad F(w)=\frac{2a^2\,D/\Omega}{w-e+\Omega}.$$

The factor 2 counts spin, and $D/\Omega$ comes from the RPA amplitudes. The quasiparticle energy satisfies $w=h+F(w)$ and $w>e-\Omega$.

Now compare two starting points with $0<D_1<D_2$ and $e_2\le e_1$, at the same $h$, $K$ and $a$. **If $w_1\le e_1$, then $-w_1<-w_2$: the ionization energy increases.**

Under these conditions, the model gives the sign of the change in a $G_0W_0$ ionization energy when a different functional opens the input gap. It has one transition and fixed orbitals, and it omits the coupling through virtual levels. That omission matters: if the transition starts from the level itself, the term through its virtual level has coupling $K$, which is not zero, and below its own pole it is negative, whereas $F(w)$ is positive. The result therefore does not settle the sign in a full calculation.

## The derivation

**One root above the pole.** Put $u=w-e+\Omega>0$, $b=2a^2D/\Omega>0$ and $c=h-e+\Omega$. The equation becomes $u^2=cu+b$. Its roots have product $-b<0$, so exactly one is positive:
$$u=\tfrac12\left(c+\sqrt{c^2+4b}\right).$$

**Locating the root.** Above the pole $F$ decreases, so $x-h-F(x)$ increases with $x$. Hence $w<x$ exactly when $h+F(x)<x$, and $x<w$ exactly when $x<h+F(x)$.

**A simpler denominator.** Let $r=\Omega/D$. Multiplying numerator and denominator by $r$, and using $\Omega^2=D(D+4K)$, gives
$$F(w)=\frac{2a^2}{(w-e)r+D+4K}.$$

**Comparing the two starting points.** Since $\Omega$ increases with $D$, we have $e_2-\Omega_2<e_1-\Omega_1<w_1$, so $w_1$ may be used as a trial energy in the second equation. Then $w_2<w_1$ exactly when $F_2(w_1)<F_1(w_1)$, that is, when the second denominator is larger:
$$(w_1-e_1)r_1+D_1<(w_1-e_2)r_2+D_2.$$
The right side minus the left side is
$$(D_2-D_1)+(e_1-w_1)(r_1-r_2)+(e_1-e_2)r_2.$$
The first term is positive. Because $r=\sqrt{1+4K/D}$ decreases with $D$, the other two are non-negative when $w_1\le e_1$.

**Checking the condition from input data.** At $x=e$ the self-energy is $2a^2/(D+4K)$, so $w\le e$ exactly when $h+2a^2/(D+4K)\le e$.

**A reversed trend.** Measure energies from the input level, so that $e=0$, and take $K=2$, $a=1$ and $h=17/20$. These numbers are chosen to illustrate the algebra, not to describe a real molecule. For $D=1/3$, $\Omega=5/3$ and $F(1)=3/20$, so $w=1$, which is above $e$. For $D=1$, $\Omega=3$ and $F(1)=1/6$, so the new root exceeds 1. The wider gap has moved the pole away, but it has also increased the weight $D/\Omega$, and here the weight wins.

## The same steps in a GW code

Some $G_0W_0$ codes follow this route: they build the RPA problem from input eigenvalue differences and orbital integrals, obtain the excitation energies and amplitudes, and solve the quasiparticle equation for each level. Others evaluate the self-energy without solving for the individual excitations. The sign of $x-h-F(x)$ is the test used in a bisection search. With many poles, the search must also be confined to a suitable interval between them.

Many codes also evaluate the self-energy at the input eigenvalue. In this model that gives $h+F(e)$, and the condition $w\le e$ says that the difference $h+F(e)-e$ is not positive. The linearized quasiparticle equation multiplies this difference by $1/(1-F'(e))$, which is positive here, so its correction has the same sign.

## The Lean file

```lean
import Mathlib

noncomputable section

namespace GWStartingPoint

/-- Excitation energy `√(D² + 4KD)` of a single transition with input gap `D` and
coupling `K`, for `D, K > 0`. -/
def excitation (K D : ℝ) : ℝ := √(D ^ 2 + 4 * K * D)

/-- Correlation self-energy of an occupied level `e` coupled with strength `a` to the single
transition, for `D, K > 0` and `w` different from the pole `e - excitation K D`. -/
def selfEnergy (K a D e w : ℝ) : ℝ :=
  2 * a ^ 2 * (D / excitation K D) / (w - e + excitation K D)

/-- `w` is a quasiparticle energy: it lies above the pole of the self-energy and solves
`w = h + selfEnergy w`, where `h` is the static part of the level energy. -/
def IsQuasiparticle (K a D e h w : ℝ) : Prop :=
  e - excitation K D < w ∧ w = h + selfEnergy K a D e w

/-- For positive coupling and gap the excitation energy is positive, and its square is
`D (D + 4K)`. -/
theorem excitation_pos_and_sq {K D : ℝ} (hK : 0 < K) (hD : 0 < D) :
    0 < excitation K D ∧ excitation K D ^ 2 = D * (D + 4 * K) := by
  unfold excitation
  refine ⟨Real.sqrt_pos.mpr (by positivity), ?_⟩
  rw [Real.sq_sqrt (by positivity)]
  ring

/-- For positive coupling and gap, the self-energy does not increase with frequency above
its pole. -/
theorem selfEnergy_antitone {K a D e x y : ℝ} (hK : 0 < K) (hD : 0 < D)
    (hx : e - excitation K D < x) (hxy : x ≤ y) :
    selfEnergy K a D e y ≤ selfEnergy K a D e x := by
  have hO := (excitation_pos_and_sq hK hD).1
  unfold selfEnergy
  exact div_le_div_of_nonneg_left (by positivity) (by linarith) (by linarith)

/-- For positive coupling and gap, a trial energy `x` above the pole lies above the
quasiparticle energy exactly when `h + selfEnergy x < x`, and below it exactly when
`x < h + selfEnergy x`. -/
theorem quasiparticle_compare {K a D e h w x : ℝ} (hK : 0 < K) (hD : 0 < D)
    (hw : IsQuasiparticle K a D e h w) (hx : e - excitation K D < x) :
    (w < x ↔ h + selfEnergy K a D e x < x) ∧
      (x < w ↔ x < h + selfEnergy K a D e x) := by
  obtain ⟨hp, he⟩ := hw
  refine ⟨⟨fun hlt => ?_, fun hlt => ?_⟩, ⟨fun hlt => ?_, fun hlt => ?_⟩⟩
  · linarith [selfEnergy_antitone (a := a) hK hD hp hlt.le]
  · by_contra hn
    linarith [selfEnergy_antitone (a := a) hK hD hx (not_lt.mp hn)]
  · linarith [selfEnergy_antitone (a := a) hK hD hx hlt.le]
  · by_contra hn
    linarith [selfEnergy_antitone (a := a) hK hD hp (not_lt.mp hn)]

/-- For positive coupling and gap and `a ≠ 0`, the quasiparticle equation has exactly one
root above the pole. -/
theorem existsUnique_quasiparticle {K a D : ℝ} (e h : ℝ) (hK : 0 < K) (hD : 0 < D)
    (ha : a ≠ 0) : ∃! w, IsQuasiparticle K a D e h w := by
  have hO := (excitation_pos_and_sq hK hD).1
  have hb : 0 < 2 * a ^ 2 * (D / excitation K D) := by positivity
  -- the distance u from the pole solves a quadratic equation with one positive root
  have hroot : ∀ b c : ℝ, 0 < b → ∃ u : ℝ, 0 < u ∧ u * u = c * u + b := by
    intro b c hb
    have hs : √(c ^ 2 + 4 * b) ^ 2 = c ^ 2 + 4 * b := Real.sq_sqrt (by positivity)
    have hs0 := Real.sqrt_nonneg (c ^ 2 + 4 * b)
    refine ⟨(c + √(c ^ 2 + 4 * b)) / 2, ?_, by linear_combination hs / 4⟩
    by_contra hn
    have hle : √(c ^ 2 + 4 * b) ≤ -c := by linarith
    nlinarith [mul_self_le_mul_self hs0 hle]
  obtain ⟨u, hu, hq⟩ := hroot _ (h - e + excitation K D) hb
  refine ⟨u + e - excitation K D, ⟨by linarith, ?_⟩, ?_⟩
  · have hden : u + e - excitation K D - e + excitation K D = u := by ring
    have hdiv : 2 * a ^ 2 * (D / excitation K D) / u = u - (h - e + excitation K D) := by
      rw [div_eq_iff hu.ne']
      linear_combination -hq
    unfold selfEnergy
    rw [hden, hdiv]
    ring
  · intro y hy
    have hw : IsQuasiparticle K a D e h (u + e - excitation K D) := by
      refine ⟨by linarith, ?_⟩
      have hden : u + e - excitation K D - e + excitation K D = u := by ring
      have hdiv : 2 * a ^ 2 * (D / excitation K D) / u
          = u - (h - e + excitation K D) := by
        rw [div_eq_iff hu.ne']
        linear_combination -hq
      unfold selfEnergy
      rw [hden, hdiv]
      ring
    have hc := quasiparticle_compare hK hD hw hy.1
    rcases lt_trichotomy y (u + e - excitation K D) with hlt | heq | hgt
    · linarith [hc.2.mp hlt, hy.2]
    · exact heq
    · linarith [hc.1.mp hgt, hy.2]

/-- For positive coupling and gap, the self-energy above its pole is `2a²` divided by the
positive quantity `(w - e) Ω/D + D + 4K`, where `Ω` is the excitation energy. -/
theorem selfEnergy_eq {K a D e w : ℝ} (hK : 0 < K) (hD : 0 < D)
    (hw : e - excitation K D < w) :
    0 < (w - e) * (excitation K D / D) + (D + 4 * K) ∧
      selfEnergy K a D e w =
        2 * a ^ 2 / ((w - e) * (excitation K D / D) + (D + 4 * K)) := by
  obtain ⟨hO, hsq⟩ := excitation_pos_and_sq hK hD
  have hq : 0 < w - e + excitation K D := by linarith
  have hDK : D + 4 * K = excitation K D / D * excitation K D := by
    rw [div_mul_eq_mul_div, eq_div_iff hD.ne']
    linear_combination -hsq
  have hd : (w - e) * (excitation K D / D) + (D + 4 * K)
      = excitation K D / D * (w - e + excitation K D) := by
    rw [hDK]
    ring
  rw [hd]
  refine ⟨by positivity, ?_⟩
  unfold selfEnergy
  have hq' := hq.ne'
  have hO' := hO.ne'
  have hD' := hD.ne'
  field_simp

/-- Exact criterion: let the gap widen from `D₁ > 0` to `D₂` and the input level not rise,
at fixed `h`, `K > 0` and `a ≠ 0`. The quasiparticle energy falls exactly when
`(w₁ - e) Ω/D + D` is larger for the second starting point than for the first. -/
theorem quasiparticle_lt_iff {K a D₁ D₂ e₁ e₂ h w₁ w₂ : ℝ} (hK : 0 < K) (ha : a ≠ 0)
    (hD₁ : 0 < D₁) (hD : D₁ < D₂) (he : e₂ ≤ e₁)
    (h₁ : IsQuasiparticle K a D₁ e₁ h w₁) (h₂ : IsQuasiparticle K a D₂ e₂ h w₂) :
    w₂ < w₁ ↔ (w₁ - e₁) * (excitation K D₁ / D₁) + D₁
      < (w₁ - e₂) * (excitation K D₂ / D₂) + D₂ := by
  have hD₂ : 0 < D₂ := hD₁.trans hD
  have hO : excitation K D₁ < excitation K D₂ :=
    Real.sqrt_lt_sqrt (by positivity) (by nlinarith [mul_pos hK (sub_pos.mpr hD)])
  -- the old quasiparticle energy lies above the new pole
  have hp : e₂ - excitation K D₂ < w₁ := by linarith [h₁.1]
  obtain ⟨p₁, s₁⟩ := selfEnergy_eq (a := a) hK hD₁ h₁.1
  obtain ⟨p₂, s₂⟩ := selfEnergy_eq (a := a) hK hD₂ hp
  have hA : 0 < 2 * a ^ 2 := by positivity
  have hw := h₁.2
  rw [(quasiparticle_compare hK hD₂ h₂ hp).1]
  have hF : h + selfEnergy K a D₂ e₂ w₁ < w₁ ↔
      selfEnergy K a D₂ e₂ w₁ < selfEnergy K a D₁ e₁ w₁ :=
    ⟨fun t => by linarith, fun t => by linarith⟩
  rw [hF, s₁, s₂, div_lt_div_iff₀ p₂ p₁]
  constructor
  · intro t
    linarith [lt_of_mul_lt_mul_left t hA.le]
  · intro t
    exact mul_lt_mul_of_pos_left (by linarith) hA

/-- Starting-point dependence: at fixed `h`, `K > 0` and `a ≠ 0`, let the positive input gap
widen and the input level not rise. If the first quasiparticle energy is not above its input
level, the ionization energy `-w` increases. -/
theorem ionization_energy_increases {K a D₁ D₂ e₁ e₂ h w₁ w₂ : ℝ} (hK : 0 < K)
    (ha : a ≠ 0) (hD₁ : 0 < D₁) (hD : D₁ < D₂) (he : e₂ ≤ e₁)
    (h₁ : IsQuasiparticle K a D₁ e₁ h w₁) (h₂ : IsQuasiparticle K a D₂ e₂ h w₂)
    (hw : w₁ ≤ e₁) : -w₁ < -w₂ := by
  have hD₂ : 0 < D₂ := hD₁.trans hD
  obtain ⟨o₁, q₁⟩ := excitation_pos_and_sq hK hD₁
  obtain ⟨o₂, q₂⟩ := excitation_pos_and_sq hK hD₂
  -- the ratio of excitation energy to gap does not grow with the gap
  have hr : excitation K D₂ / D₂ ≤ excitation K D₁ / D₁ := by
    rw [div_le_div_iff₀ hD₂ hD₁, ← sq_le_sq₀ (by positivity) (by positivity),
      mul_pow, mul_pow, q₁, q₂]
    have hpos : 0 ≤ D₁ * D₂ * (4 * K * (D₂ - D₁)) :=
      mul_nonneg (by positivity) (mul_nonneg (by positivity) (by linarith))
    linarith
  have hr₂ : 0 ≤ excitation K D₂ / D₂ := by positivity
  apply neg_lt_neg
  rw [quasiparticle_lt_iff hK ha hD₁ hD he h₁ h₂]
  linarith [mul_nonneg (sub_nonneg.mpr hw) (sub_nonneg.mpr hr),
    mul_nonneg (sub_nonneg.mpr he) hr₂]

/-- For positive coupling and gap, the quasiparticle energy is not above the input level
exactly when `h + 2a²/(D + 4K) ≤ e`. -/
theorem quasiparticle_le_level_iff {K a D e h w : ℝ} (hK : 0 < K) (hD : 0 < D)
    (hw : IsQuasiparticle K a D e h w) : w ≤ e ↔ h + 2 * a ^ 2 / (D + 4 * K) ≤ e := by
  have hp : e - excitation K D < e := by linarith [(excitation_pos_and_sq hK hD).1]
  have s := (selfEnergy_eq (a := a) hK hD hp).2
  rw [sub_self, zero_mul, zero_add] at s
  rw [← not_lt, (quasiparticle_compare hK hD hw hp).2, s, not_lt]

/-- A reversed trend: for `K = 2`, `a = 1`, `e = 0`, `h = 17/20`, the gap `1/3` gives the
quasiparticle energy `1`, above the input level, and any quasiparticle energy for the wider gap `1`
is higher. -/
theorem reversed_trend : IsQuasiparticle 2 1 (1 / 3) 0 (17 / 20) 1 ∧
    ∀ w, IsQuasiparticle 2 1 1 0 (17 / 20) w → 1 < w := by
  have o₁ : excitation 2 (1 / 3) = 5 / 3 := by
    rw [excitation, show ((1 / 3 : ℝ) ^ 2 + 4 * 2 * (1 / 3)) = (5 / 3) ^ 2 by norm_num,
      Real.sqrt_sq (by norm_num)]
  have o₂ : excitation 2 1 = 3 := by
    rw [excitation, show ((1 : ℝ) ^ 2 + 4 * 2 * 1) = 3 ^ 2 by norm_num,
      Real.sqrt_sq (by norm_num)]
  refine ⟨⟨by rw [o₁]; norm_num, by rw [selfEnergy, o₁]; norm_num⟩, fun w hw => ?_⟩
  have hp : (0 : ℝ) - excitation 2 1 < 1 := by rw [o₂]; norm_num
  rw [(quasiparticle_compare (by norm_num) (by norm_num) hw hp).2, selfEnergy, o₂]
  norm_num

end GWStartingPoint
```

```lean
#print axioms GWStartingPoint.existsUnique_quasiparticle
#print axioms GWStartingPoint.ionization_energy_increases
#print axioms GWStartingPoint.quasiparticle_le_level_iff
#print axioms GWStartingPoint.reversed_trend
```

```
'GWStartingPoint.existsUnique_quasiparticle' depends on axioms: [propext, Classical.choice, Quot.sound]
'GWStartingPoint.ionization_energy_increases' depends on axioms: [propext, Classical.choice, Quot.sound]
'GWStartingPoint.quasiparticle_le_level_iff' depends on axioms: [propext, Classical.choice, Quot.sound]
'GWStartingPoint.reversed_trend' depends on axioms: [propext, Classical.choice, Quot.sound]
```

## Reading the definitions and theorems

All quantities are real numbers in a common energy unit, and there is no broadening. `excitation` is $\Omega$, `selfEnergy` is $F$, which keeps only the term through the occupied level, and `IsQuasiparticle` combines the position above the pole with the equation.

In `ionization_energy_increases`, the hypotheses `h₁` and `h₂` say that `w₁` and `w₂` are the two quasiparticle energies. They share the same `h`, `K` and `a`, which expresses the fixed static part and integrals. The hypothesis `he` is assumed, not derived from a density functional. `existsUnique_quasiparticle` shows that such energies exist and are unique.

## From monotonicity to the trend

`excitation_pos_and_sq` supplies $\Omega>0$ and $\Omega^2=D(D+4K)$. `selfEnergy_antitone` compares two fractions with the same numerator, and `quasiparticle_compare` turns this into the root test, with the converse directions proved by contradiction.

For existence, `hroot` provides the positive solution of the quadratic. Uniqueness comes from the root test: another root on either side would violate its own equation.

`selfEnergy_eq` rewrites the denominator. `quasiparticle_lt_iff` applies the root test at `w₁`, and `div_lt_div_iff₀` reduces the comparison of self-energies to that of denominators. In the main theorem, `hr` proves $r_2\le r_1$ by cross-multiplying and squaring; the final `linarith` receives the two non-negative products from the difference above.

`quasiparticle_le_level_iff` applies the root test at `e`, and `reversed_trend` applies it at 1 after evaluating both square roots.
